# Fluctuation symmetry of two-measurement work for finitely many levels

An isolated quantum system starts in thermal equilibrium. Its energy is measured, an external field drives it, and its energy is measured again; the difference of the readings is the work. The experiment is then repeated with the driving run backwards in time and any magnetic field inverted, starting from equilibrium at the final field and the same temperature. How are the two sets of work statistics related?

Let $E_i$ and $F_j$ be the initial and final levels, $\beta$ the inverse temperature, $Z_0=\sum_i e^{-\beta E_i}$ and $Z_1=\sum_j e^{-\beta F_j}$. Let $U_{ji}$ be the amplitude from initial eigenstate $i$ to final eigenstate $j$, and write $\mathrm i$ for the imaginary unit. The forward characteristic function is

$$G(u)=\sum_{i,j}p_{ij}\,e^{\mathrm i u(F_j-E_i)},\qquad p_{ij}=\frac{e^{-\beta E_i}}{Z_0}|U_{ji}|^2 .$$

With $R$ the same function for the reverse process, the answer is $Z_0G(u)=Z_1R(\mathrm i\beta-u)$ for every complex $u$.

## Finitely many levels

The type `n` labels eigenstates, so a degenerate energy is repeated. Both spectra use the same labels, as they belong to one finite-dimensional space.

```lean
import Mathlib

open Matrix

namespace WorkCountingStatistics

noncomputable section

variable {n : Type*} [Fintype n]

/-- The partition function of the levels `E` at inverse temperature `β`. -/
def partitionFn (β : ℝ) (E : n → ℝ) : ℝ := ∑ i, Real.exp (-β * E i)

/-- The Gibbs population of level `i`; the set of levels is nonempty as soon as `i` is given. -/
def gibbs (β : ℝ) (E : n → ℝ) (i : n) : ℝ := Real.exp (-β * E i) / partitionFn β E

/-- The joint weight of finding level `i` in the first energy measurement and level `j` in the
second, for a Gibbs initial state and evolution matrix `U`. -/
def jointProb (β : ℝ) (E : n → ℝ) (U : Matrix n n ℂ) (i j : n) : ℝ :=
  gibbs β E i * ‖U j i‖ ^ 2

/-- The characteristic function of two-measurement work, at complex counting parameter `u`,
for initial levels `E`, final levels `F` and evolution matrix `U`. -/
def workCF (β : ℝ) (E F : n → ℝ) (U : Matrix n n ℂ) (u : ℂ) : ℂ :=
  ∑ i, ∑ j, (jointProb β E U i j : ℂ) * Complex.exp (Complex.I * u * ((F j - E i : ℝ) : ℂ))

/-- The total weight of all pairs of outcomes whose energy difference is `w`. -/
def workProb (β : ℝ) (E F : n → ℝ) (U : Matrix n n ℂ) (w : ℝ) : ℝ :=
  ∑ i, ∑ j, if F j - E i = w then jointProb β E U i j else 0

/-- The finite set of energy differences between final and initial levels. -/
def workValues (E F : n → ℝ) : Finset ℝ :=
  Finset.univ.image (fun p : n × n => F p.2 - E p.1)
```

Here `jointProb` is $p_{ij}$ and `workCF` is $G$. The total weight $P(w)$ of work $w$ is `workProb`, and `workValues` lists the possible $w$. The parameter $u$ has units of inverse energy.

By hand and in Lean, finiteness lets the sums be exchanged freely and makes $G$ meaningful at every complex $u$. It also admits any real $\beta$, although ordinary equilibrium has $\beta>0$. For an infinite spectrum, convergence at complex $u$ would need its own argument.

## Gibbs states at one common temperature

Both processes start in equilibrium at the same $\beta$. By hand, this enters through $Z_0\,(e^{-\beta E_i}/Z_0)=e^{-\beta E_i}$, and likewise for $F_j$. The division is legitimate because a nonempty sum of exponentials is positive.

```lean
/-- The partition function of a nonempty set of levels is positive. -/
theorem partitionFn_pos [Nonempty n] (β : ℝ) (E : n → ℝ) : 0 < partitionFn β E :=
  Finset.sum_pos (fun _ _ => Real.exp_pos _) Finset.univ_nonempty

/-- The partition function times a Gibbs population is the Boltzmann factor. -/
theorem partitionFn_mul_gibbs (β : ℝ) (E : n → ℝ) (i : n) :
    partitionFn β E * gibbs β E i = Real.exp (-β * E i) := by
  have : Nonempty n := ⟨i⟩
  have hne := (partitionFn_pos β E).ne'
  unfold gibbs
  field_simp
```

The second lemma needs no nonemptiness hypothesis, since the given level `i` supplies it.

If the reverse process started at another inverse temperature $\beta'$, the ratio of Boltzmann factors would be $e^{\beta'F_j-\beta E_i}$. In general this is not a function of the work alone, and no single shift of $u$ absorbs it.

## A reverse process that evolves with the adjoint

For unitary $U$, the adjoint $U^\dagger$ undoes the evolution. In the laboratory it corresponds to the time-reversed protocol, with magnetic fields inverted; the antiunitary time reversal leaves the transition probabilities unchanged. In Lean, $R$ is `workCF β F E Uᴴ`, with the spectra exchanged.

The reverse weight of reading $F_j$ and then $E_i$ is $q_{ji}=e^{-\beta F_j}|(U^\dagger)_{ij}|^2/Z_1$. Since $|(U^\dagger)_{ij}|=|U_{ji}|$,

$$Z_0p_{ij}=e^{-\beta E_i}|U_{ji}|^2=e^{\beta(F_j-E_i)}\,Z_1q_{ji}.$$

```lean
/-- Detailed fluctuation relation: the weights of a pair of outcomes and of the reversed pair
under the adjoint evolution, each times its partition function, differ by the factor
`exp (β w)` with `w` the work. -/
theorem detailed_fluctuation (β : ℝ) (E F : n → ℝ) (U : Matrix n n ℂ) (i j : n) :
    partitionFn β E * jointProb β E U i j =
      Real.exp (β * (F j - E i)) * (partitionFn β F * jointProb β F Uᴴ j i) := by
  have h1 := partitionFn_mul_gibbs β E i
  have h2 := partitionFn_mul_gibbs β F j
  have h3 : Real.exp (β * (F j - E i)) * Real.exp (-β * F j) = Real.exp (-β * E i) := by
    rw [← Real.exp_add]
    congr 1
    ring
  -- both directions have the same transition probability
  have hU : ‖Uᴴ i j‖ = ‖U j i‖ := by rw [conjTranspose_apply, norm_star]
  simp only [jointProb, hU]
  linear_combination ‖U j i‖ ^ 2 * h1 - ‖U j i‖ ^ 2 * h3
    - Real.exp (β * (F j - E i)) * ‖U j i‖ ^ 2 * h2
```

In the proof, `hU` is the equality of moduli, which `simp only` substitutes, and `h3` combines the exponentials; `linear_combination` assembles `h3` with the two Gibbs identities.

Now multiply by the phase and sum. With $w=F_j-E_i$, the reverse work is $-w$, and

$$\beta w+\mathrm i uw=\mathrm i(\mathrm i\beta-u)(-w).$$

Hence

$$Z_0G(u)=\sum_{i,j}Z_1q_{ji}\,e^{\mathrm i(\mathrm i\beta-u)(E_i-F_j)}=Z_1R(\mathrm i\beta-u).$$

```lean
/-- Fluctuation symmetry of the work characteristic function: `Z₀ G(u) = Z₁ R(iβ - u)` for
every complex `u`, where `R` belongs to the reverse process, which starts in the Gibbs state of
the levels `F` and evolves with the adjoint of `U`. -/
theorem workCF_symmetry (β : ℝ) (E F : n → ℝ) (U : Matrix n n ℂ) (u : ℂ) :
    (partitionFn β E : ℂ) * workCF β E F U u =
      (partitionFn β F : ℂ) * workCF β F E Uᴴ (Complex.I * β - u) := by
  simp only [workCF, Finset.mul_sum]
  rw [Finset.sum_comm]
  refine Finset.sum_congr rfl fun j _ => Finset.sum_congr rfl fun i _ => ?_
  have h : (partitionFn β E : ℂ) * (jointProb β E U i j : ℂ) =
      Complex.exp ((β * (F j - E i) : ℝ) : ℂ) *
        ((partitionFn β F : ℂ) * (jointProb β F Uᴴ j i : ℂ)) := by
    rw [← Complex.ofReal_exp]
    exact_mod_cast detailed_fluctuation β E F U i j
  -- the factor exp (β w) shifts the counting parameter by iβ
  have hexp : Complex.exp ((β * (F j - E i) : ℝ) : ℂ) *
      Complex.exp (Complex.I * u * ((F j - E i : ℝ) : ℂ)) =
      Complex.exp (Complex.I * (Complex.I * β - u) * ((E i - F j : ℝ) : ℂ)) := by
    rw [← Complex.exp_add]
    congr 1
    push_cast
    linear_combination ((β : ℂ) * ((F j : ℂ) - (E i : ℂ))) * Complex.I_sq
  linear_combination Complex.exp (Complex.I * u * ((F j - E i : ℝ) : ℂ)) * h +
    ((partitionFn β F : ℂ) * (jointProb β F Uᴴ j i : ℂ)) * hexp
```

`Finset.sum_comm` puts the sums in the reverse order, `h` is the pairwise relation in complex form, and `hexp` is the identity of exponents.

Collecting only pairs with a given $w$ yields $Z_0P(w)=e^{\beta w}Z_1P_{\rm rev}(-w)$, where $P_{\rm rev}$ is the total weight of a work value in the reverse process. This is a Crooks relation for isolated evolution between the measurements, with no heat bath attached. The proof treats each pair separately: either it has work $w$ and the pairwise relation applies, or both sides vanish.

```lean
/-- Crooks relation for the work distribution: `Z₀ P(w) = exp (β w) Z₁ P_rev(-w)`. -/
theorem crooks_relation (β : ℝ) (E F : n → ℝ) (U : Matrix n n ℂ) (w : ℝ) :
    partitionFn β E * workProb β E F U w =
      Real.exp (β * w) * (partitionFn β F * workProb β F E Uᴴ (-w)) := by
  simp only [workProb, Finset.mul_sum]
  rw [Finset.sum_comm]
  refine Finset.sum_congr rfl fun j _ => Finset.sum_congr rfl fun i _ => ?_
  by_cases h : F j - E i = w
  · have h' : E i - F j = -w := by linarith
    rw [if_pos h, if_pos h', ← h]
    exact detailed_fluctuation β E F U i j
  · have h' : ¬ (E i - F j = -w) := fun k => h (by linarith)
    rw [if_neg h, if_neg h']
    simp
```

Grouping the terms of $G$ by work value gives $G(u)=\sum_wP(w)e^{\mathrm i uw}$. Each pair contributes to exactly one $w$, which is the role of `Finset.sum_eq_single`.

```lean
/-- The characteristic function is the Fourier sum of the work distribution over the possible
work values. -/
theorem workCF_eq_fourier (β : ℝ) (E F : n → ℝ) (U : Matrix n n ℂ) (u : ℂ) :
    workCF β E F U u =
      ∑ w ∈ workValues E F, (workProb β E F U w : ℂ) * Complex.exp (Complex.I * u * w) := by
  symm
  simp only [workProb, workCF, Complex.ofReal_sum, Finset.sum_mul]
  rw [Finset.sum_comm]
  refine Finset.sum_congr rfl fun i _ => ?_
  rw [Finset.sum_comm]
  refine Finset.sum_congr rfl fun j _ => ?_
  have hm : F j - E i ∈ workValues E F := by
    unfold workValues
    exact Finset.mem_image.mpr ⟨(i, j), Finset.mem_univ _, rfl⟩
  -- each pair of outcomes contributes to exactly one work value
  rw [Finset.sum_eq_single (F j - E i)]
  · rw [if_pos rfl]
  · intro w _ hw
    rw [if_neg (Ne.symm hw)]
    simp
  · intro h
    exact absurd hm h
```

If the reverse process used $U$ in place of $U^\dagger$, the symmetry could fail. Take $F=E$ with levels $0,1,3$ and let $U$ permute them cyclically, $0\to1\to3\to0$. The work values are $1,2,-3$, while the symmetry would require $-1,-2,3$.

## Unitarity and normalisation

Unitarity says that the evolution conserves probability. The derivation above never used it, and `workCF_symmetry` holds for any complex matrix. It enters when the weights are to sum to one:

$$G(0)=\sum_i\frac{e^{-\beta E_i}}{Z_0}\sum_j|U_{ji}|^2=\sum_i\frac{e^{-\beta E_i}}{Z_0}=1 .$$

```lean
/-- For a unitary evolution the characteristic function equals one at `u = 0`. -/
theorem workCF_zero [DecidableEq n] [Nonempty n] (β : ℝ) (E F : n → ℝ) (U : Matrix n n ℂ)
    (hU : U ∈ Matrix.unitaryGroup n ℂ) : workCF β E F U 0 = 1 := by
  -- the transition probabilities out of each level add up to one
  have col : ∀ i, ∑ j, ‖U j i‖ ^ 2 = 1 := by
    intro i
    have h := congrFun (congrFun (Matrix.mem_unitaryGroup_iff'.mp hU) i) i
    rw [star_eq_conjTranspose, Matrix.mul_apply, Matrix.one_apply_eq] at h
    have hc : ((∑ j, ‖U j i‖ ^ 2 : ℝ) : ℂ) = 1 := by
      rw [← h]
      push_cast
      exact Finset.sum_congr rfl fun j _ => (Complex.conj_mul' (U j i)).symm
    exact_mod_cast hc
  have hg : ∑ i, gibbs β E i = 1 := by
    simp only [gibbs, ← Finset.sum_div]
    exact div_self (partitionFn_pos β E).ne'
  have key : ∑ i, ∑ j, jointProb β E U i j = 1 := by
    simp only [jointProb, ← Finset.mul_sum, col, mul_one]
    exact hg
  simp only [workCF, mul_zero, zero_mul, Complex.exp_zero, mul_one]
  exact_mod_cast key
```

The step `col` reads the inner sum off the diagonal of $U^\dagger U=1$, and `hg` sums the populations. Without unitarity the value can change: $U=2\cdot 1$ gives $G(0)=4$. With no levels at all, the sum is $0$, hence `Nonempty`.

For finite-level simulations of driven systems, this separates two checks. If $R$ is computed from the adjoint of the same numerical matrix $U$, the fluctuation symmetry can expose errors in the thermal weights or in the sign of the work, but it is blind to every error in $U$ itself. Of these, norm loss shows up in the normalisation, since it lowers $G(0)$ below one.

At $u=\mathrm i\beta$ the symmetry reads $Z_0G(\mathrm i\beta)=Z_1R(0)$; applying the normalisation to $U^\dagger$ as well would give the Jarzynski equality $G(\mathrm i\beta)=Z_1/Z_0$, a step left to the reader.

The characteristic function can also be written as $G(u)=\operatorname{tr}(U^\dagger e^{\mathrm i uF}Ue^{-\mathrm i uE}\rho)$, where $E$ and $F$ now stand for the diagonal matrices of the levels and $\rho$ for the initial Gibbs state. This too holds for any matrix $U$. The $i$-th diagonal element of the product is $\sum_j\overline{U_{ji}}\,e^{\mathrm i uF_j}U_{ji}\,e^{-\mathrm i uE_i}e^{-\beta E_i}/Z_0$, and $\overline{U_{ji}}U_{ji}=|U_{ji}|^2$ (`hN`) recovers $G$.

```lean
/-- The characteristic function is the correlation function
`tr (U† exp(iuF) U exp(-iuE) ρ)`, with `ρ` the initial Gibbs state. -/
theorem workCF_eq_trace [DecidableEq n] (β : ℝ) (E F : n → ℝ) (U : Matrix n n ℂ) (u : ℂ) :
    workCF β E F U u =
      Matrix.trace (Uᴴ * diagonal (fun j => Complex.exp (Complex.I * u * F j)) * U *
        diagonal (fun i => Complex.exp (-(Complex.I * u * E i))) *
        diagonal (fun i => (gibbs β E i : ℂ))) := by
  unfold workCF Matrix.trace
  refine Finset.sum_congr rfl fun i _ => ?_
  rw [diag_apply, mul_diagonal, mul_diagonal, Matrix.mul_apply, Finset.sum_mul, Finset.sum_mul]
  refine Finset.sum_congr rfl fun j _ => ?_
  rw [mul_diagonal, conjTranspose_apply]
  have hN : star (U j i) * U j i = (‖U j i‖ : ℂ) ^ 2 := Complex.conj_mul' (U j i)
  have he : Complex.exp (Complex.I * u * ((F j - E i : ℝ) : ℂ)) =
      Complex.exp (Complex.I * u * F j) * Complex.exp (-(Complex.I * u * E i)) := by
    rw [← Complex.exp_add]
    congr 1
    push_cast
    ring
  rw [he, jointProb]
  push_cast
  linear_combination (-((gibbs β E i : ℂ) * Complex.exp (Complex.I * u * F j) *
    Complex.exp (-(Complex.I * u * E i)))) * hN
```

## Symmetric transition probabilities in a cycle

In a cyclic process the field returns to its initial value, so $F=E$ and $Z_1=Z_0$. If also $|U_{ij}|=|U_{ji}|$, forward and reverse weights coincide, $R=G$, and cancelling $Z_0\neq0$ leaves $G(u)=G(\mathrm i\beta-u)$.

```lean
/-- For a cyclic process with symmetric transition probabilities the characteristic function
is its own mirror image: `G(u) = G(iβ - u)`. -/
theorem workCF_cyclic [Nonempty n] (β : ℝ) (E : n → ℝ) (U : Matrix n n ℂ)
    (h : ∀ i j, ‖U i j‖ = ‖U j i‖) (u : ℂ) :
    workCF β E E U u = workCF β E E U (Complex.I * β - u) := by
  have hR : workCF β E E Uᴴ (Complex.I * β - u) = workCF β E E U (Complex.I * β - u) := by
    unfold workCF
    refine Finset.sum_congr rfl fun i _ => Finset.sum_congr rfl fun j _ => ?_
    have hj : jointProb β E Uᴴ i j = jointProb β E U i j := by
      simp only [jointProb, conjTranspose_apply, norm_star]
      rw [h i j]
    rw [hj]
  have hZ : (partitionFn β E : ℂ) ≠ 0 := by
    exact_mod_cast (partitionFn_pos β E).ne'
  have hs := workCF_symmetry β E E U u
  rw [hR] at hs
  exact mul_left_cancel₀ hZ hs

end

end WorkCountingStatistics
```

The hypothesis `h` is used in `hR`, which replaces the adjoint by `U`; `hZ` permits the cancellation. The three-level permutation above shows what happens without `h`: the process is cyclic, yet $G$ is not its own mirror image.

```lean
#print axioms WorkCountingStatistics.workCF_symmetry
#print axioms WorkCountingStatistics.workCF_zero
#print axioms WorkCountingStatistics.workCF_eq_trace
#print axioms WorkCountingStatistics.workCF_cyclic
```

```
'WorkCountingStatistics.workCF_symmetry' depends on axioms: [propext, Classical.choice, Quot.sound]
'WorkCountingStatistics.workCF_zero' depends on axioms: [propext, Classical.choice, Quot.sound]
'WorkCountingStatistics.workCF_eq_trace' depends on axioms: [propext, Classical.choice, Quot.sound]
'WorkCountingStatistics.workCF_cyclic' depends on axioms: [propext, Classical.choice, Quot.sound]
```

## Transition probabilities as the starting point

The model could begin with a nonnegative matrix $T_{ji}$ in place of $|U_{ji}|^2$, with its transpose for the reverse process. The symmetry and the Crooks relation would follow by the same algebra. Normalisation would follow from unit column sums for the forward process and from unit row sums for the reverse one. A trace formula would survive with the matrix of entries $\sqrt{T_{ji}}$, but that matrix is in general neither unitary nor the actual evolution, whose phases $T$ does not record.
